# The Voigt profile has unit area and stays below its Doppler and Lorentz peaks

A program that takes the real part of the Faddeeva function as a line shape in frequency, without normalising it, multiplies the area of each line by $\alpha\sqrt\pi$, where $\alpha$ is the Doppler 1/e half-width in the frequency unit used. Since $\alpha$ depends on molecular mass, temperature and line position, the error varies from line to line and distorts relative intensities too. The area computed below fixes the factor, and two bounds on the height give a quick test of a computed profile.

For $y>0$ and real $x$, the Faddeeva function is

$$w(x+iy)=\frac{i}{\pi}\int_{-\infty}^{\infty}\frac{e^{-t^2}}{x+iy-t}\,dt .$$

The claim is that

$$0<\operatorname{Re}w(x+iy)<\min\!\Big(1,\frac1{y\sqrt\pi}\Big),\qquad \int_{-\infty}^{\infty}\operatorname{Re}w(x+iy)\,dx=\sqrt\pi .$$

## The real part is a Gaussian convolved with a Lorentzian

Let $L_y(u)=\dfrac{y}{\pi(u^2+y^2)}$ be the Lorentzian of half-width $y$. Substituting $u=yv$ gives its area, $\frac1\pi\int dv/(1+v^2)=1$. Its maximum is $L_y(0)=1/(\pi y)$.

Multiplying numerator and denominator by the complex conjugate of the denominator gives

$$\frac{i}{\pi}\,\frac{1}{x-t+iy}=\frac{y+i(x-t)}{\pi\,((x-t)^2+y^2)},$$

whose real part is $L_y(x-t)$. Because $|x-t+iy|\ge y$, the integrand of $w$ is at most $e^{-t^2}/y$ in modulus. It is therefore integrable, and the real part may be taken under the integral:

$$\operatorname{Re}w(x+iy)=\int_{-\infty}^{\infty}e^{-t^2}L_y(x-t)\,dt .$$

## Height and area follow from the two factors

The integrand is positive, so the integral is positive. Replacing $e^{-t^2}$ by its maximum 1 leaves $\int L_y(x-t)\,dt=1$. Replacing $L_y$ by its maximum leaves $\frac1{\pi y}\int e^{-t^2}dt=\frac{\sqrt\pi}{\pi y}=\frac1{y\sqrt\pi}$. Each replacement raises a continuous integrand on some interval, so both inequalities are strict.

For the area, the double integrand is positive and the order of integration may be exchanged:

$$\int e^{-t^2}\Big(\int L_y(x-t)\,dx\Big)dt=\int e^{-t^2}dt=\sqrt\pi .$$

Now take a line centred at $\nu_0$. Its Doppler 1/e half-width $\alpha>0$ stands for the thermal spread of velocities along the line of sight, and its Lorentz half-width $\gamma>0$ for collisional broadening. With $x=(\nu-\nu_0)/\alpha$ and $y=\gamma/\alpha$, the profile is

$$V(\nu)=\frac{\operatorname{Re}w(x+iy)}{\alpha\sqrt\pi}.$$

Since $d\nu=\alpha\,dx$, its area is $\alpha\sqrt\pi/(\alpha\sqrt\pi)=1$. Dividing the two bounds by $\alpha\sqrt\pi$ gives $V(\nu)<1/(\alpha\sqrt\pi)$ and $V(\nu)<1/(\pi y\alpha)=1/(\pi\gamma)$, the peaks of the pure Doppler and pure Lorentz lines.

## A line with equal widths

Take $\alpha=\gamma=1$ in some frequency unit and look at the line centre, so that $x=0$ and $y=1$. The integral is $\frac1\pi\int e^{-t^2}/(1+t^2)\,dt$. At $t=0,\ 0.5,\ 1,\ 1.5,\ 2$ the integrand without the prefactor is $1,\ 0.6230,\ 0.1839,\ 0.0324,\ 0.0037$, and at $2.5$ it is $0.0003$. The trapezoidal rule with step $0.5$ gives

$$\operatorname{Re}w(i)\approx\frac{0.5}{\pi}\,(1+2\times0.8433)\approx0.4276,$$

below $\min(1,0.564)$. Hence $V(\nu_0)\approx0.4276/1.7725\approx0.241$, below the Doppler peak $0.564$ and the Lorentz peak $0.318$.

## The functions and their conventions in Lean

```lean
import Mathlib

open MeasureTheory Real

namespace VoigtLineShape

noncomputable section
```

The Faddeeva function is defined by its integral, with the real variable `t` cast into the complex numbers.

```lean
/-- The Faddeeva function `w(z) = (i/π) ∫ exp(-t²)/(z - t) dt`, used for `z` in the open upper
half-plane. -/
def faddeeva (z : ℂ) : ℂ :=
  Complex.I / (π : ℂ) * ∫ t : ℝ, ((Real.exp (-t ^ 2) : ℝ) : ℂ) / (z - (t : ℂ))
```

The Lorentzian carries its normalisation, and `y` is the half-width at half-maximum.

```lean
/-- The Lorentzian line shape of half-width `y > 0` at detuning `u`. -/
def lorentzian (y u : ℝ) : ℝ := y / (π * (u ^ 2 + y ^ 2))
```

The Voigt profile takes the arguments `ν₀ α γ ν` in that order. Its width `α` is the distance from the centre at which the Doppler profile has fallen to $1/e$ of its peak, not to one half.

```lean
/-- The Voigt profile at frequency `ν` of a line centred at `ν₀`, with Doppler 1/e half-width
`α > 0` and Lorentz half-width `γ > 0`. -/
def voigtProfile (ν₀ α γ ν : ℝ) : ℝ :=
  (faddeeva ((((ν - ν₀) / α : ℝ) : ℂ) + ((γ / α : ℝ) : ℂ) * Complex.I)).re / (α * √π)
```

These definitions describe one isolated line with independent Doppler and collisional broadening and a fixed `γ`. Pressure shifts, speed-dependent widths, collisional narrowing and line mixing are absent. The two widths are inputs and are not derived from a velocity distribution or a collision model.

## Integrability and the Lorentzian area

The Lorentzian is continuous because its denominator never vanishes, and the Gaussian is integrable by a Mathlib result.

```lean
lemma lorentzian_continuous {y : ℝ} (hy : 0 < y) : Continuous (lorentzian y) := by
  unfold lorentzian
  exact Continuous.div continuous_const (by fun_prop) (fun u => by positivity)

lemma gaussian_integrable : Integrable (fun t : ℝ => Real.exp (-t ^ 2)) := by
  simpa using integrable_exp_neg_mul_sq (one_pos : (0 : ℝ) < 1)
```

The next proof is the substitution $u=yv$: `h` rewrites the Lorentzian as a function of `u / y`, and Mathlib supplies $\int dv/(1+v^2)=\pi$.

```lean
/-- The Lorentzian line shape is integrable and has unit area. -/
theorem lorentzian_area {y : ℝ} (hy : 0 < y) :
    Integrable (lorentzian y) ∧ ∫ u, lorentzian y u = 1 := by
  -- rescale the detuning by the half-width
  have h : lorentzian y = fun u => (π * y)⁻¹ * (1 + (u / y) ^ 2)⁻¹ := by
    funext u
    have h1 : 1 + (u / y) ^ 2 = (u ^ 2 + y ^ 2) / y ^ 2 := by
      rw [div_pow, add_div, div_self (pow_ne_zero 2 hy.ne')]
      ring
    have h2 : u ^ 2 + y ^ 2 ≠ 0 := by positivity
    rw [h1, inv_div, lorentzian]
    field_simp
  rw [h]
  constructor
  · exact (integrable_inv_one_add_sq.comp_div hy.ne').const_mul _
  · rw [integral_const_mul, Measure.integral_comp_div (fun v : ℝ => (1 + v ^ 2)⁻¹) y,
      integral_univ_inv_one_add_sq, abs_of_pos hy, smul_eq_mul, mul_comm y π]
    exact inv_mul_cancel₀ (by positivity)
```

## Taking the real part under the integral

`kernel_re` is the multiplication by the conjugate, with any real number `e` in place of the Gaussian value. The step `key` is the complex identity, closed by $i^2=-1$.

```lean
lemma kernel_re {y : ℝ} (hy : 0 < y) (x t e : ℝ) :
    (Complex.I / (π : ℂ) * ((e : ℂ) / ((x : ℂ) + (y : ℂ) * Complex.I - (t : ℂ)))).re
      = e * lorentzian y (x - t) := by
  have hz : (x : ℂ) + (y : ℂ) * Complex.I - (t : ℂ) ≠ 0 := by
    intro h
    have h' := congrArg Complex.im h
    simp at h'
    linarith
  have hπ : (π : ℂ) ≠ 0 := by exact_mod_cast pi_ne_zero
  have hD : π * ((x - t) ^ 2 + y ^ 2) ≠ 0 := by positivity
  have hDc : (π : ℂ) * (((x : ℂ) - t) ^ 2 + (y : ℂ) ^ 2) ≠ 0 := by exact_mod_cast hD
  have key : Complex.I / (π : ℂ) * ((e : ℂ) / ((x : ℂ) + (y : ℂ) * Complex.I - (t : ℂ)))
      = ((e / (π * ((x - t) ^ 2 + y ^ 2)) : ℝ) : ℂ)
        * ((y : ℂ) + ((x - t : ℝ) : ℂ) * Complex.I) := by
    push_cast
    rw [div_mul_div_comm, div_mul_eq_mul_div, div_eq_div_iff (mul_ne_zero hπ hz) hDc]
    linear_combination (-((e : ℂ) * π * (x - t) * y)) * Complex.I_sq
  rw [key, Complex.re_ofReal_mul]
  have hr : ((y : ℂ) + ((x - t : ℝ) : ℂ) * Complex.I).re = y := by simp
  rw [hr, lorentzian]
  ring
```

In `faddeeva_re`, `him` is the estimate $|x+iy-t|\ge y$ and `hint` is the resulting integrability. The real part is a continuous linear map, so `integral_comp_comm` moves it through the integral.

```lean
/-- Above the real axis, the real part of the Faddeeva function is the convolution of a Gaussian
with a Lorentzian. -/
theorem faddeeva_re {y : ℝ} (hy : 0 < y) (x : ℝ) :
    (faddeeva ((x : ℂ) + (y : ℂ) * Complex.I)).re
      = ∫ t : ℝ, Real.exp (-t ^ 2) * lorentzian y (x - t) := by
  have him : ∀ t : ℝ, y ≤ ‖(x : ℂ) + (y : ℂ) * Complex.I - (t : ℂ)‖ := by
    intro t
    have h := Complex.abs_im_le_norm ((x : ℂ) + (y : ℂ) * Complex.I - (t : ℂ))
    have h' : ((x : ℂ) + (y : ℂ) * Complex.I - (t : ℂ)).im = y := by simp
    rw [h', abs_of_pos hy] at h
    exact h
  -- the complex integrand is dominated by a Gaussian divided by y
  have hint : Integrable (fun t : ℝ => ((Real.exp (-t ^ 2) : ℝ) : ℂ) /
      ((x : ℂ) + (y : ℂ) * Complex.I - (t : ℂ))) := by
    refine (gaussian_integrable.div_const y).mono' ?_ (Filter.Eventually.of_forall fun t => ?_)
    · refine (Continuous.div (by fun_prop) (by fun_prop) fun t => ?_).aestronglyMeasurable
      exact norm_pos_iff.mp (hy.trans_le (him t))
    · rw [norm_div, Complex.norm_real, Real.norm_of_nonneg (Real.exp_pos _).le]
      exact div_le_div_of_nonneg_left (Real.exp_pos _).le hy (him t)
  have h := Complex.reCLM.integral_comp_comm (hint.const_mul (Complex.I / (π : ℂ)))
  simp only [Complex.reCLM_apply, kernel_re hy] at h
  rw [faddeeva, ← integral_const_mul, ← h]
```

## Strict bounds

Strictness comes from a general comparison: if two continuous integrable functions satisfy $f\le g$ everywhere and $f(a)<g(a)$ at one point, then $\int f<\int g$.

```lean
lemma integral_lt_of_lt_at {f g : ℝ → ℝ} (hf : Continuous f) (hg : Continuous g)
    (hfi : Integrable f) (hgi : Integrable g) (hle : ∀ t, f t ≤ g t) (a : ℝ) (ha : f a < g a) :
    ∫ t, f t < ∫ t, g t := by
  have h : 0 < ∫ t, (g t - f t) :=
    integral_pos_of_integrable_nonneg_nonzero (x := a) (hg.sub hf) (hgi.sub hfi)
      (fun t => sub_nonneg.mpr (hle t)) (sub_pos.mpr ha).ne'
  rw [integral_sub hgi hfi] at h
  linarith
```

The theorem states positivity and both upper bounds for every real `x` and every `y > 0`. The comparison is applied twice. For the bound 1 the chosen point is $t=1$, where the Gaussian is below its maximum. For the bound $1/(y\sqrt\pi)$ it is $t=x+1$, where the Lorentzian is off its peak.

```lean
/-- At height `y > 0` above the real axis, the real part of the Faddeeva function is positive and
lies strictly below both `1` and `1/(y√π)`. -/
theorem faddeeva_re_bounds {y : ℝ} (hy : 0 < y) (x : ℝ) :
    0 < (faddeeva ((x : ℂ) + (y : ℂ) * Complex.I)).re ∧
      (faddeeva ((x : ℂ) + (y : ℂ) * Complex.I)).re < min 1 (1 / (y * √π)) := by
  rw [faddeeva_re hy]
  have hpos : ∀ u, 0 < lorentzian y u := fun u => by unfold lorentzian; positivity
  have hLc : Continuous fun t => lorentzian y (x - t) :=
    (lorentzian_continuous hy).comp (continuous_const.sub continuous_id)
  have hLi : Integrable fun t => lorentzian y (x - t) := (lorentzian_area hy).1.comp_sub_left x
  have hGc : Continuous fun t : ℝ => Real.exp (-t ^ 2) := by fun_prop
  have hG1 : ∀ t : ℝ, Real.exp (-t ^ 2) ≤ 1 := fun t =>
    Real.exp_le_one_iff.mpr (neg_nonpos.mpr (sq_nonneg t))
  have hle : ∀ t, Real.exp (-t ^ 2) * lorentzian y (x - t) ≤ lorentzian y (x - t) := fun t =>
    mul_le_of_le_one_left (hpos _).le (hG1 t)
  have hi : Integrable fun t => Real.exp (-t ^ 2) * lorentzian y (x - t) := by
    refine hLi.mono' (hGc.mul hLc).aestronglyMeasurable (Filter.Eventually.of_forall fun t => ?_)
    rw [Real.norm_of_nonneg (mul_pos (Real.exp_pos _) (hpos _)).le]
    exact hle t
  refine ⟨?_, lt_min ?_ ?_⟩
  · exact integral_pos_of_integrable_nonneg_nonzero (x := 0) (hGc.mul hLc) hi
      (fun t => (mul_pos (Real.exp_pos _) (hpos _)).le) (mul_pos (Real.exp_pos _) (hpos _)).ne'
  · -- replace the Gaussian by its maximum
    have h : ∫ t : ℝ, Real.exp (-t ^ 2) * lorentzian y (x - t) < ∫ t, lorentzian y (x - t) :=
      integral_lt_of_lt_at (hGc.mul hLc) hLc hi hLi hle 1
        (mul_lt_of_lt_one_left (hpos _) (Real.exp_lt_one_iff.mpr (by norm_num)))
    rwa [integral_sub_left_eq_self (lorentzian y) volume x, (lorentzian_area hy).2] at h
  · -- replace the Lorentzian by its maximum
    have hpeak : ∀ u, lorentzian y u ≤ 1 / (π * y) := fun u => by
      rw [lorentzian, div_le_div_iff₀ (by positivity) (by positivity)]
      nlinarith [mul_nonneg pi_pos.le (sq_nonneg u)]
    have hoff : lorentzian y (x - (x + 1)) < 1 / (π * y) := by
      rw [show x - (x + 1) = -1 by ring, lorentzian,
        div_lt_div_iff₀ (by positivity) (by positivity)]
      nlinarith [pi_pos]
    have h : ∫ t : ℝ, Real.exp (-t ^ 2) * lorentzian y (x - t)
        < ∫ t : ℝ, Real.exp (-t ^ 2) * (1 / (π * y)) :=
      integral_lt_of_lt_at (hGc.mul hLc) (hGc.mul continuous_const) hi
      (gaussian_integrable.mul_const (1 / (π * y)))
      (fun t => mul_le_mul_of_nonneg_left (hpeak _) (Real.exp_pos _).le) (x + 1)
      (mul_lt_mul_of_pos_left hoff (Real.exp_pos _))
    have hG : ∫ t : ℝ, Real.exp (-t ^ 2) = √π := by simpa using integral_gaussian 1
    have hs : √π * √π = π := Real.mul_self_sqrt pi_pos.le
    have he : √π * (1 / (π * y)) = 1 / (y * √π) := by
      rw [mul_one_div, div_eq_div_iff (by positivity) (by positivity)]
      linear_combination y * hs
    rwa [integral_mul_const, hG, he] at h
```

## Area in reduced and in physical units

Here `hint` establishes integrability in `x` and `t` jointly, which licenses the exchange of integrals. The inner integral is then the Lorentzian area, shifted by `t`.

```lean
/-- The real part of the Faddeeva function, integrated along the horizontal line at height `y > 0`
above the real axis, gives `√π`. -/
theorem faddeeva_re_area {y : ℝ} (hy : 0 < y) :
    ∫ x : ℝ, (faddeeva ((x : ℂ) + (y : ℂ) * Complex.I)).re = √π := by
  have hint : Integrable (Function.uncurry fun x t : ℝ =>
      Real.exp (-t ^ 2) * lorentzian y (x - t)) (volume.prod volume) :=
    Integrable.convolution_integrand (ContinuousLinearMap.mul ℝ ℝ) gaussian_integrable
      (lorentzian_area hy).1
  simp only [faddeeva_re hy]
  -- integrate over the detuning first
  rw [integral_integral_swap hint]
  simp only [integral_const_mul, integral_sub_right_eq_self (lorentzian y),
    (lorentzian_area hy).2, mul_one]
  simpa using integral_gaussian 1
```

The last theorem combines the results for a line in physical units. The area follows by shifting by `ν₀` and rescaling by `α`, and `he` and `hs` are the algebra that turns $1/(y\sqrt\pi)$, divided by $\alpha\sqrt\pi$, into $1/(\pi\gamma)$. The integral runs over all real `ν`, including negative values, so on positive frequencies alone the area is less than 1. The deficit is small when `ν₀` is positive and much larger than both widths.

```lean
/-- The Voigt profile of a spectral line has unit area, and it is everywhere positive and below
both the pure Doppler peak `1/(α√π)` and the pure Lorentz peak `1/(πγ)`. -/
theorem voigtProfile_area_and_bounds (ν₀ : ℝ) {α γ : ℝ} (hα : 0 < α) (hγ : 0 < γ) :
    ∫ ν, voigtProfile ν₀ α γ ν = 1 ∧
      ∀ ν, 0 < voigtProfile ν₀ α γ ν ∧
        voigtProfile ν₀ α γ ν < min (1 / (α * √π)) (1 / (π * γ)) := by
  have hy : 0 < γ / α := div_pos hγ hα
  have hn : 0 < α * √π := by positivity
  constructor
  · let F : ℝ → ℝ := fun x => (faddeeva ((x : ℂ) + ((γ / α : ℝ) : ℂ) * Complex.I)).re
    have hF : ∫ x, F x = √π := faddeeva_re_area hy
    change ∫ ν, F ((ν - ν₀) / α) / (α * √π) = 1
    rw [integral_div, integral_sub_right_eq_self (fun ν => F (ν / α)) ν₀,
      Measure.integral_comp_div F α, hF, abs_of_pos hα, smul_eq_mul]
    exact div_self hn.ne'
  · intro ν
    obtain ⟨h0, h1⟩ := faddeeva_re_bounds hy ((ν - ν₀) / α)
    obtain ⟨h2, h3⟩ := lt_min_iff.mp h1
    refine ⟨div_pos h0 hn, lt_min (div_lt_div_of_pos_right h2 hn) ?_⟩
    have hs : √π * √π = π := Real.mul_self_sqrt pi_pos.le
    have he : 1 / (γ / α * √π) / (α * √π) = 1 / (γ * (√π * √π)) := by
      field_simp
    have h4 := div_lt_div_of_pos_right h3 hn
    rw [he, hs, mul_comm γ π] at h4
    exact h4

end

end VoigtLineShape
```

```lean
#print axioms VoigtLineShape.voigtProfile_area_and_bounds
```

```
'VoigtLineShape.voigtProfile_area_and_bounds' depends on axioms: [propext, Classical.choice, Quot.sound]
```
